# No rescaling by nonzero coefficients turns quantum torus commutators into the Poisson bracket

Take the plane waves $e_m=\exp(i(m_1\theta_1+m_2\theta_2))$ on a torus with indices $(1,0)$, $(0,1)$ and $(-2,1)$. With a suitable sign convention, their Poisson bracket is $\{e_m,e_n\}=w(m,n)\,e_{m+n}$, where $w(m,n)=m_1n_2-m_2n_1$. If I bracket the first two and then the third, I get $1\cdot 3=3$ times $e_{(-1,2)}$. If I bracket the last two and put the first in front, I get $2\cdot 2=4$ times the same wave.

For the quantum counterparts of these waves, invertible operators $U_m$ with $U_mU_n=e^{ihw(m,n)/2}U_{m+n}$ and $h$ real, sines replace the integers, and the ratio $3:4$ becomes $\sin\frac h2\sin\frac{3h}2:\sin^2 h$. I suspect that no nonzero coefficients $c_m$ can repair this, so that $[c_mU_m,c_nU_n]=K\,w(m,n)\,c_{m+n}U_{m+n}$ is impossible for any $K\neq0$. Can this be made rigorous and machine-checked?

## Only the constant mode can keep a nonzero coefficient

Yes, and a sharper statement holds: for $K\ne0$, the bracket condition is satisfied exactly when $c_m=0$ for every $m\neq0$. The coefficient $c_0$ is free.

**From operators to numbers.** Since $w(n,m)=-w(m,n)$, subtracting the two products gives

$$[U_m,U_n]=\left(e^{ihw/2}-e^{-ihw/2}\right)U_{m+n}=2i\sin\!\left(\tfrac{h\,w(m,n)}2\right)U_{m+n}.$$

The $U_m$ are assumed invertible, and an invertible element of a nonzero algebra is nonzero, so coefficients of $U_{m+n}$ can be compared. The condition becomes

$$c_mc_n\,2i\sin\!\left(\tfrac{h\,w(m,n)}2\right)=K\,w(m,n)\,c_{m+n}\qquad\text{for all }m,n.$$

**One nonzero coefficient forces the others.** Suppose $c_k\neq0$ for some $k\neq0$. If $w(m,k)\ne0$, apply the relation to $m$ and $k-m$, for which $w(m,k-m)=w(m,k)$. The right side is $K\,w(m,k)\,c_k\neq0$, so $c_m\neq0$. An arbitrary $m\ne0$ may be parallel to $k$, but one of $(1,0)$, $(0,1)$, $(1,1)$ is parallel to neither, and the argument passes through it in two steps. Hence $c_m\neq0$ for all $m\neq0$.

**Two orders of composition.** Put $x=h/2$. The four relations needed are

$$\begin{aligned}
c_{(1,0)}c_{(0,1)}\,2i\sin x&=K c_{(1,1)}, & c_{(1,1)}c_{(-2,1)}\,2i\sin 3x&=3K c_{(-1,2)},\\
c_{(0,1)}c_{(-2,1)}\,2i\sin 2x&=2K c_{(-2,2)}, & c_{(1,0)}c_{(-2,2)}\,2i\sin 2x&=2K c_{(-1,2)}.
\end{aligned}$$

With $P=c_{(1,0)}c_{(0,1)}c_{(-2,1)}$, the first row gives $-4P\sin x\sin3x=3K^2c_{(-1,2)}$ and the second gives $-4P\sin^22x=4K^2c_{(-1,2)}$. Since $P\neq0$,

$$4\sin x\sin3x=3\sin^22x.$$

Writing $s=\sin x$, the left side is $12s^2-16s^4$ and the right side is $12s^2(1-s^2)$. Therefore $s^4=0$ and $\sin x=0$. The first relation then reads $0=Kc_{(1,1)}$, a contradiction.

**Converse.** Let $c_m=0$ for all $m\neq0$. If $w(m,n)=0$, both sides of the scalar relation vanish. If $w(m,n)\neq0$, then $m$ and $m+n$ are both nonzero, so $c_m=c_{m+n}=0$ and both sides vanish again.

### What the Lean statements say

`symp` is $w$, with integer values. `IsTorusFamily h U` says that every `U m` is invertible and that the family obeys the multiplication law above. This law is a hypothesis: it is the Weyl form of the canonical commutation relations restricted to integer indices, with $h$ a dimensionless Planck constant. `QuantizesBracket K U c` is the bracket condition, with `c m • U m` for $c_mU_m$. The complex constant $K$ plays the part of $i\hbar$ in Dirac's rule; it may depend on $h$, and it absorbs the sign convention of the Poisson bracket.

The equivalence is `quantizes_iff_trivial`, and the impossibility you ask about is `no_exact_rescaling`. Both hold for every real `h`, including zero, in any associative unital complex algebra with `Nontrivial A`, that is, $1\neq0$. No Hilbert space, adjoint or norm enters, so the word "observable" in the docstrings does not mean a self-adjoint operator.

The theorems concern only assignments $e_m\mapsto c_mU_m$. They do not exclude quantizations that mix modes or use other operators.

```lean
import Mathlib

open Complex

namespace TorusObstruction

noncomputable section

/-- The symplectic area `w(m,n) = m₁ n₂ - m₂ n₁` of two Fourier indices on the torus. -/
def symp (m n : ℤ × ℤ) : ℤ := m.1 * n.2 - m.2 * n.1

/-- Quantum torus observables: invertible elements `U m` that multiply like plane waves,
up to the phase `exp(i h w(m,n)/2)`. -/
def IsTorusFamily {A : Type*} [Ring A] [Algebra ℂ A] (h : ℝ) (U : ℤ × ℤ → A) : Prop :=
  (∀ m, IsUnit (U m)) ∧
    ∀ m n, U m * U n = cexp (I * h * (symp m n : ℂ) / 2) • U (m + n)

/-- For all `m` and `n`, the commutator of `c m • U m` and `c n • U n` is `K w(m,n)` times the
rescaled observable `c (m + n) • U (m + n)`. -/
def QuantizesBracket {A : Type*} [Ring A] [Algebra ℂ A] (K : ℂ) (U : ℤ × ℤ → A)
    (c : ℤ × ℤ → ℂ) : Prop :=
  ∀ m n, (c m • U m) * (c n • U n) - (c n • U n) * (c m • U m)
    = (K * (symp m n : ℂ) * c (m + n)) • U (m + n)

variable {A : Type*} [Ring A] [Algebra ℂ A] {h : ℝ} {U : ℤ × ℤ → A}

/-- The commutator of two torus observables is `2i sin(h w(m,n)/2)` times the observable
with the summed index. -/
theorem commutator_eq (hU : IsTorusFamily h U) (m n : ℤ × ℤ) :
    U m * U n - U n * U m = (2 * I * Complex.sin (h * (symp m n : ℂ) / 2)) • U (m + n) := by
  have hs : symp n m = -symp m n := by simp only [symp]; ring
  have e1 : I * h * (symp m n : ℂ) / 2 = (h * (symp m n : ℂ) / 2) * I := by ring
  have e2 : I * h * ((-symp m n : ℤ) : ℂ) / 2 = -(h * (symp m n : ℂ) / 2) * I := by
    push_cast; ring
  rw [hU.2 m n, hU.2 n m, add_comm n m, ← sub_smul, hs, e1, e2, Complex.sin]
  congr 1
  linear_combination (cexp ((h * (symp m n : ℂ) / 2) * I)
    - cexp (-(h * (symp m n : ℂ) / 2) * I)) * Complex.I_sq

/-- The bracket condition on the operators is equivalent to scalar relations between the
coefficients. -/
theorem quantizes_iff_coeff [Nontrivial A] (hU : IsTorusFamily h U) (K : ℂ)
    (c : ℤ × ℤ → ℂ) :
    QuantizesBracket K U c ↔ ∀ m n,
      c m * c n * (2 * I * Complex.sin (h * (symp m n : ℂ) / 2))
        = K * (symp m n : ℂ) * c (m + n) := by
  refine forall_congr' fun m => forall_congr' fun n => ?_
  have key : (c m • U m) * (c n • U n) - (c n • U n) * (c m • U m)
      = (c m * c n) • (U m * U n - U n * U m) := by
    simp only [smul_mul_assoc, mul_smul_comm, smul_sub, smul_smul, mul_comm (c n) (c m)]
  rw [key, commutator_eq hU, smul_smul]
  constructor
  · intro e
    -- an invertible observable is nonzero, so its coefficients can be compared
    have h0 := sub_eq_zero.2 e
    rw [← sub_smul] at h0
    exact sub_eq_zero.1 ((smul_eq_zero.1 h0).resolve_right (hU.1 (m + n)).ne_zero)
  · intro e
    rw [e]

/-- Two nonzero Fourier indices always admit a third one that is parallel to neither. -/
theorem exists_transverse {k m : ℤ × ℤ} (hk : k ≠ 0) (hm : m ≠ 0) :
    ∃ p, symp p k ≠ 0 ∧ symp m p ≠ 0 := by
  obtain ⟨k1, k2⟩ := k
  obtain ⟨m1, m2⟩ := m
  simp only [ne_eq, Prod.mk_eq_zero] at hk hm
  have h3 : (k2 ≠ 0 ∧ m2 ≠ 0) ∨ (k1 ≠ 0 ∧ m1 ≠ 0) ∨ (k2 ≠ k1 ∧ m1 ≠ m2) := by omega
  rcases h3 with ⟨a, b⟩ | ⟨a, b⟩ | ⟨a, b⟩
  · exact ⟨(1, 0), by dsimp only [symp]; omega, by dsimp only [symp]; omega⟩
  · exact ⟨(0, 1), by dsimp only [symp]; omega, by dsimp only [symp]; omega⟩
  · exact ⟨(1, 1), by dsimp only [symp]; omega, by dsimp only [symp]; omega⟩

/-- The relation `4 sin x sin 3x = 3 sin² 2x` holds only where `sin x` vanishes. -/
theorem sin_eq_zero_of_relation {x : ℂ}
    (hx : 4 * Complex.sin x * Complex.sin (3 * x) = 3 * Complex.sin (2 * x) ^ 2) :
    Complex.sin x = 0 := by
  rw [Complex.sin_three_mul, Complex.sin_two_mul] at hx
  have hc := Complex.sin_sq_add_cos_sq x
  have h4 : Complex.sin x ^ 4 = 0 := by
    linear_combination (-1 / 4) * hx - 3 * Complex.sin x ^ 2 * hc
  exact pow_eq_zero_iff (by norm_num) |>.1 h4

/-- Rescaled torus observables reproduce the classical bracket with a nonzero constant `K`
exactly when every coefficient with nonzero Fourier index vanishes. -/
theorem quantizes_iff_trivial [Nontrivial A] (hU : IsTorusFamily h U) {K : ℂ} (hK : K ≠ 0)
    (c : ℤ × ℤ → ℂ) : QuantizesBracket K U c ↔ ∀ m, m ≠ 0 → c m = 0 := by
  rw [quantizes_iff_coeff hU]
  constructor
  · intro hr k hk
    by_contra hck
    -- a nonzero coefficient spreads to every transverse index
    have spread : ∀ m k, c k ≠ 0 → symp m k ≠ 0 → c m ≠ 0 := by
      intro m k hck hs hcm
      have e := hr m (k - m)
      have hw : symp m (k - m) = symp m k := by
        simp only [symp, Prod.fst_sub, Prod.snd_sub]; ring
      rw [hw, add_sub_cancel, hcm, zero_mul, zero_mul] at e
      exact mul_ne_zero (mul_ne_zero hK (Int.cast_ne_zero.2 hs)) hck e.symm
    have all : ∀ m, m ≠ 0 → c m ≠ 0 := by
      intro m hm
      obtain ⟨p, hp, hmp⟩ := exists_transverse hk hm
      exact spread m p (spread p k hck hp) hmp
    have rel : ∀ (m n p : ℤ × ℤ) (j : ℤ), symp m n = j → m + n = p →
        c m * c n * (2 * I * Complex.sin (h * (j : ℂ) / 2)) = K * (j : ℂ) * c p := by
      rintro m n _ _ rfl rfl
      exact hr m n
    -- combine three modes in two different orders
    have r1 := rel (1, 0) (0, 1) (1, 1) 1 (by decide) (by decide)
    have r2 := rel (1, 1) (-2, 1) (-1, 2) 3 (by decide) (by decide)
    have r3 := rel (0, 1) (-2, 1) (-2, 2) 2 (by decide) (by decide)
    have r4 := rel (1, 0) (-2, 2) (-1, 2) 2 (by decide) (by decide)
    have a1 : (h : ℂ) * ((1 : ℤ) : ℂ) / 2 = h / 2 := by push_cast; ring
    have a2 : (h : ℂ) * ((2 : ℤ) : ℂ) / 2 = 2 * (h / 2) := by push_cast; ring
    have a3 : (h : ℂ) * ((3 : ℤ) : ℂ) / 2 = 3 * (h / 2) := by push_cast; ring
    rw [a1, Int.cast_one] at r1
    rw [a3, Int.cast_ofNat] at r2
    rw [a2, Int.cast_ofNat] at r3 r4
    have hne : c (1, 0) * c (0, 1) * c (-2, 1) ≠ 0 :=
      mul_ne_zero (mul_ne_zero (all _ (by decide)) (all _ (by decide))) (all _ (by decide))
    have hsin : Complex.sin ((h : ℂ) / 2) = 0 := by
      apply sin_eq_zero_of_relation
      apply mul_left_cancel₀ hne
      linear_combination (-1 / 4) * (4 * (c (-2, 1) * (2 * I) * Complex.sin (3 * (h / 2)) * r1
        + K * r2) - 3 * (c (1, 0) * (2 * I) * Complex.sin (2 * (h / 2)) * r3 + 2 * K * r4))
        + c (1, 0) * c (0, 1) * c (-2, 1) * (4 * Complex.sin (h / 2) * Complex.sin (3 * (h / 2))
        - 3 * Complex.sin (2 * (h / 2)) ^ 2) * Complex.I_sq
    rw [hsin, mul_zero, mul_zero, mul_one] at r1
    exact mul_ne_zero hK (all (1, 1) (by decide)) r1.symm
  · intro hc m n
    by_cases hs : symp m n = 0
    · simp [hs]
    · have hm : m ≠ 0 := by
        rintro rfl
        exact hs (by simp [symp])
      have hmn : m + n ≠ 0 := by
        intro e
        apply hs
        rw [eq_neg_of_add_eq_zero_right e]
        simp only [symp, Prod.fst_neg, Prod.snd_neg]
        ring
      rw [hc m hm, hc (m + n) hmn]
      ring

/-- No choice of nonzero coefficients turns the torus observables into an exact
quantization of the classical bracket with nonzero constant `K`. -/
theorem no_exact_rescaling [Nontrivial A] (hU : IsTorusFamily h U) {K : ℂ} (hK : K ≠ 0) :
    ¬ ∃ c : ℤ × ℤ → ℂ, (∀ m, c m ≠ 0) ∧ QuantizesBracket K U c := by
  rintro ⟨c, hc, hq⟩
  exact hc (1, 0) ((quantizes_iff_trivial hU hK c).1 hq (1, 0) (by decide))

/-- For real `w`, the function `2 sin(h w/2)` has derivative `w` with respect to `h` at `h = 0`. -/
theorem structure_constant_classical_limit (w : ℝ) :
    HasDerivAt (fun h : ℝ => 2 * Real.sin (h * w / 2)) w 0 := by
  refine ((((hasDerivAt_id' (0 : ℝ)).mul_const w).div_const 2).sin.const_mul 2).congr_deriv ?_
  simp only [zero_mul, zero_div, Real.cos_zero]
  ring

/-- Phase-and-shift operators on the space of all complex functions on the lattice `ℤ`: `(U m f)(k)
= exp(i h m₁ (k - m₂/2)) f(k - m₂)`. -/
def latticeWeyl (h : ℝ) (m : ℤ × ℤ) : Module.End ℂ (ℤ → ℂ) where
  toFun f k := cexp (I * h * ((m.1 : ℂ) * ((k : ℂ) - (m.2 : ℂ) / 2))) * f (k - m.2)
  map_add' f g := by
    funext k
    simp only [Pi.add_apply]
    ring
  map_smul' a f := by
    funext k
    simp only [Pi.smul_apply, smul_eq_mul, RingHom.id_apply]
    ring

/-- The phase-and-shift operators on the lattice are quantum torus observables for every
real `h`. -/
theorem latticeWeyl_witness (h : ℝ) : IsTorusFamily h (latticeWeyl h) := by
  have hmul : ∀ m n, latticeWeyl h m * latticeWeyl h n
      = cexp (I * h * (symp m n : ℂ) / 2) • latticeWeyl h (m + n) := by
    intro m n
    refine LinearMap.ext fun f => funext fun k => ?_
    change cexp (I * h * ((m.1 : ℂ) * ((k : ℂ) - (m.2 : ℂ) / 2))) *
        (cexp (I * h * ((n.1 : ℂ) * (((k - m.2 : ℤ) : ℂ) - (n.2 : ℂ) / 2))) * f (k - m.2 - n.2))
      = cexp (I * h * (symp m n : ℂ) / 2) *
        (cexp (I * h * (((m.1 + n.1 : ℤ) : ℂ) * ((k : ℂ) - ((m.2 + n.2 : ℤ) : ℂ) / 2))) *
          f (k - (m.2 + n.2)))
    rw [sub_sub k m.2 n.2, ← mul_assoc (cexp _) (cexp _) (f _),
      ← mul_assoc (cexp _) (cexp _) (f _), ← Complex.exp_add, ← Complex.exp_add]
    congr 2
    simp only [symp]
    push_cast
    ring
  have hone : latticeWeyl h 0 = 1 :=
    LinearMap.ext fun f => funext fun k => by simp [latticeWeyl]
  -- the opposite index gives the inverse operator
  have hinv : ∀ m, latticeWeyl h m * latticeWeyl h (-m) = 1 := by
    intro m
    have hs : symp m (-m) = 0 := by
      simp only [symp, Prod.fst_neg, Prod.snd_neg]; ring
    rw [hmul, hs, add_neg_cancel, hone]
    simp
  refine ⟨fun m => ⟨⟨latticeWeyl h m, latticeWeyl h (-m), hinv m, ?_⟩, rfl⟩, hmul⟩
  have e := hinv (-m)
  rwa [neg_neg] at e

end

end TorusObstruction
```

```lean
#print axioms TorusObstruction.no_exact_rescaling
#print axioms TorusObstruction.structure_constant_classical_limit
```

```
'TorusObstruction.no_exact_rescaling' depends on axioms: [propext, Classical.choice, Quot.sound]
'TorusObstruction.structure_constant_classical_limit' depends on axioms: [propext, Classical.choice, Quot.sound]
```

### How the proof follows the calculation

`commutator_eq` writes the two phases as exponentials of opposite arguments and recognises the sine. `quantizes_iff_coeff` pulls the coefficients out of the commutator and cancels `U (m + n)`, using that a unit is nonzero.

In `quantizes_iff_trivial`, the forward direction assumes a nonzero `c k` with `k ≠ 0`. The step `spread` is the argument with $m$ and $k-m$, and `all` applies it twice through the index supplied by `exists_transverse`, whose case split is settled by `omega`. The relations `r1` to `r4` are the four displayed above, read row by row. A `linear_combination` eliminates the intermediate coefficients, with `Complex.I_sq` supplying $i^2=-1$, and `mul_left_cancel₀` removes $P$. `sin_eq_zero_of_relation` does the trigonometry through $s^4=0$. The reverse direction splits on whether `symp m n` vanishes. `no_exact_rescaling` then follows by looking at the single index $(1,0)$.

Two further theorems place the obstruction. `structure_constant_classical_limit` shows that $2\sin(hw/2)$ has derivative $w$ at $h=0$, so for each fixed pair of modes the classical structure constant returns to first order in $h$. `latticeWeyl_witness` shows that torus families exist for every real $h$: the operators

$$(U_mf)(k)=e^{ihm_1(k-m_2/2)}f(k-m_2)$$

act on all complex functions on $\mathbb Z$, and $U_{-m}$ is the inverse of $U_m$.

With a suitable choice of phases, the same multiplication law governs the magnetic translations of a single non-interacting electron on a square lattice in a uniform field, where $h$ is, up to sign, the flux phase per plaquette. In that model, multiplying each translation by its own nonzero factor cannot make the commutators reproduce the classical bracket with a nonzero constant $K$.
